# With mixing 2/3 and a linear response of slope g, the lowest-order always-stable predictor-corrector converges exactly when −1 < g < 1

In molecular dynamics with induced dipoles or self-consistent orbitals, the electronic variables should be self-consistent at every time step. The predictor-corrector studied here replaces an iteration to self-consistency: it extrapolates from earlier steps and evaluates the response once. To ask whether errors then die out, one must choose what the response does to a wrong input. Here the electronic state is one real number \(y_n\) at step \(n\), and the response is a fixed affine map with real slope \(g\) and self-consistent value \(s\). Within this one-variable linear model, the result says for which slopes the scheme with mixing 2/3 converges; other mixings have other ranges.

The theorems concern a single variable at fixed nuclei; they do not cover many coupled variables or moving nuclei.

```lean
import Mathlib

open Filter Topology

namespace AlwaysStablePredictorCorrector

noncomputable section
```

## One prediction and one correction

The predictor continues the straight line through the last two values:
\[
p = 2y_{n+1} - y_n .
\]
This is the lowest-order member of the always-stable family; higher members use a longer history. In Lean the index `n` labels the older of the two inputs, so `predictor y n` is the prediction for step \(n+2\).

```lean
/-- The lowest-order predictor: linear extrapolation from the last two values. -/
def predictor (y : ℕ → ℝ) (n : ℕ) : ℝ := 2 * y (n + 1) - y n
```

The corrector evaluates the response map \(M\) once, at \(p\), and mixes the result with \(p\) using a real weight \(\omega\):
\[
y_{n+2} = \omega M(p) + (1-\omega)p .
\]

```lean
/-- The corrector: one evaluation of the response map `M` at the predicted value `p`,
mixed with `p` itself with weight `ω`. -/
def corrector (M : ℝ → ℝ) (ω p : ℝ) : ℝ := ω * M p + (1 - ω) * p
```

A trajectory is any real sequence that obeys this rule at every step. Its values \(y_0\) and \(y_1\) are free.

```lean
/-- A sequence generated by one prediction and one correction per time step. -/
def IsTrajectory (M : ℝ → ℝ) (ω : ℝ) (y : ℕ → ℝ) : Prop :=
  ∀ n, y (n + 2) = corrector M ω (predictor y n)
```

The response is
\[
M(x) = s + g(x-s),
\]
so \(M(s)=s\). The slope \(g\) says how strongly an error in the input returns in the output. For \(g\neq 1\), \(s\) is the only self-consistent value; for \(g=1\) every value is self-consistent.

```lean
/-- The linear self-consistency response with slope `g` about the self-consistent value `s`. -/
def linearResponse (g s x : ℝ) : ℝ := s + g * (x - s)
```

`Converges g s ω` says that \(y_n\to s\) for every trajectory, whatever its two starting values. This is stronger than errors merely staying bounded.

```lean
/-- Every trajectory of the scheme, whatever its two starting values, converges to the
self-consistent value `s`. -/
def Converges (g s ω : ℝ) : Prop :=
  ∀ y, IsTrajectory (linearResponse g s) ω y → Tendsto y atTop (𝓝 s)
```

## The error obeys a two-step recurrence

Let \(e_n = y_n - s\). The predicted value has error \(p-s = 2e_{n+1}-e_n\), and the corrector gives
\[
e_{n+2} = \omega g(p-s) + (1-\omega)(p-s) = c\,(2e_{n+1}-e_n), \qquad c = 1-\omega(1-g).
\]
The factor \(c\) multiplies the extrapolated error, not the previous one.

For two successive errors \(a,b\), define
\[
Q(a,b) = b^2 - 2cab + ca^2 ,
\]
which is `errorForm c a b`.

```lean
/-- The quadratic form in two successive errors `a`, `b` used to measure their size. -/
def errorForm (c a b : ℝ) : ℝ := b ^ 2 - 2 * c * a * b + c * a ^ 2
```

The recurrence is proved as an equivalence, so it can be used in both directions: to analyse a given trajectory and to construct one.

The tactic `linear_combination` does this work. Given a known equation, it subtracts it from the goal, side by side, and asks whether the remainder vanishes as a polynomial identity. Here the trajectory rule and the error recurrence differ only by rearrangement, so `linear_combination h n` settles both directions. A coefficient may also be supplied: further on, `linear_combination r ^ n * hr` multiplies a characteristic equation by \(r^n\) and thereby turns it into a recurrence for all \(n\).

```lean
/-- For the linear response, a sequence is a trajectory exactly when its deviation from `s` is
extrapolated linearly and then multiplied by `1 - ω (1 - g)` at each step. -/
theorem error_recurrence (g s ω : ℝ) (y : ℕ → ℝ) :
    IsTrajectory (linearResponse g s) ω y ↔
      ∀ n, y (n + 2) - s = (1 - ω * (1 - g)) * (2 * (y (n + 1) - s) - (y n - s)) := by
  unfold IsTrajectory corrector predictor linearResponse
  constructor
  · intro h n
    linear_combination h n
  · intro h n
    linear_combination h n
```

## Decay for 0 < c < 1

After one step the pair \((a,b)\) becomes \((b,b')\) with \(b'=c(2b-a)\). Since \(b'-2cb=-ca\),
\[
Q(b,b') = b'(b'-2cb)+cb^2 = -c^2a(2b-a)+cb^2 = c\,Q(a,b).
\]
Hence \(Q(e_n,e_{n+1}) = c^n Q(e_0,e_1)\). In Lean, `ring` verifies the single step and induction supplies the power.

```lean
/-- If `e (n + 2) = c * (2 * e (n + 1) - e n)` for all `n`, the quadratic form of two successive
errors after `n` steps is exactly `c ^ n` times its initial value. -/
theorem errorForm_scaling {c : ℝ} {e : ℕ → ℝ}
    (h : ∀ n, e (n + 2) = c * (2 * e (n + 1) - e n)) (n : ℕ) :
    errorForm c (e n) (e (n + 1)) = c ^ n * errorForm c (e 0) (e 1) := by
  induction n with
  | zero => simp
  | succ n ih =>
    have step : errorForm c (e (n + 1)) (e (n + 2)) = c * errorForm c (e n) (e (n + 1)) := by
      rw [h n]
      unfold errorForm
      ring
    calc errorForm c (e (n + 1)) (e (n + 1 + 1))
        = c * errorForm c (e n) (e (n + 1)) := step
      _ = c ^ (n + 1) * errorForm c (e 0) (e 1) := by rw [ih]; ring
```

Completing the square gives
\[
Q(a,b) = (b-ca)^2 + (c-c^2)a^2 \ge (c-c^2)a^2 .
\]
For \(0<c<1\) the coefficient \(c-c^2\) is positive, so
\[
e_n^2 \le \frac{c^n\,Q(e_0,e_1)}{c-c^2} \longrightarrow 0 .
\]
The proof passes the square to `nlinarith` as a hint, squeezes \(e_n^2\) between zero and this bound, and takes a square root to recover \(|e_n|\).

```lean
/-- If `e (n + 2) = c * (2 * e (n + 1) - e n)` for all `n` and `0 < c < 1`, then `e` tends to zero.
-/
theorem error_decays_of_pos {c : ℝ} {e : ℕ → ℝ} (h0 : 0 < c) (h1 : c < 1)
    (h : ∀ n, e (n + 2) = c * (2 * e (n + 1) - e n)) : Tendsto e atTop (𝓝 0) := by
  have hd : 0 < c - c ^ 2 := by nlinarith
  -- completing the square bounds the squared error by the quadratic form
  have hb : ∀ n, e n ^ 2 ≤ c ^ n * (errorForm c (e 0) (e 1) / (c - c ^ 2)) := by
    intro n
    rw [← mul_div_assoc, le_div_iff₀ hd, ← errorForm_scaling h n]
    unfold errorForm
    nlinarith [sq_nonneg (e (n + 1) - c * e n)]
  have hlim : Tendsto (fun n : ℕ => c ^ n * (errorForm c (e 0) (e 1) / (c - c ^ 2)))
      atTop (𝓝 0) := by
    simpa only [zero_mul] using
      (tendsto_pow_atTop_nhds_zero_of_lt_one h0.le h1).mul_const
        (errorForm c (e 0) (e 1) / (c - c ^ 2))
  have hsq : Tendsto (fun n => e n ^ 2) atTop (𝓝 0) :=
    squeeze_zero (fun n => sq_nonneg (e n)) hb hlim
  have hroot : Tendsto (fun n => √(e n ^ 2)) atTop (𝓝 0) := by
    simpa only [Real.sqrt_zero] using hsq.sqrt
  exact squeeze_zero_norm (fun n => (Real.sqrt_sq_eq_abs (e n)).ge) hroot
```

## Decay for −1/3 < c ≤ 0

Here the triangle inequality suffices. Put
\[
\rho = \frac{1-3c}{2}, \qquad K = |e_0| + \frac{|e_1|}{\rho}.
\]
Then \(0<\rho<1\), and \(\rho^2+3c = (1+3c)^2/4 \ge 0\), so \(-3c\le\rho^2\). The claim is \(|e_n|\le K\rho^n\). It holds for \(n=0\) and \(n=1\) by the choice of \(K\). If it holds for \(n\) and \(n+1\), then \(|e_{n+1}|\le K\rho^{n+1}\le K\rho^n\), and
\[
|e_{n+2}| \le -c\,(2|e_{n+1}|+|e_n|) \le -3c\,K\rho^n \le K\rho^{n+2}.
\]
The Lean induction carries the bounds for two neighbouring errors together, because the recurrence needs both.

```lean
/-- If `e (n + 2) = c * (2 * e (n + 1) - e n)` for all `n` and `-1/3 < c ≤ 0`, then `e` tends to
zero. -/
theorem error_decays_of_nonpos {c : ℝ} {e : ℕ → ℝ} (h0 : -1 / 3 < c) (h1 : c ≤ 0)
    (h : ∀ n, e (n + 2) = c * (2 * e (n + 1) - e n)) : Tendsto e atTop (𝓝 0) := by
  -- a rate `ρ < 1` whose square dominates `3|c|`
  obtain ⟨ρ, hρ⟩ : ∃ ρ : ℝ, ρ = (1 - 3 * c) / 2 := ⟨_, rfl⟩
  have hρ0 : 0 < ρ := by linarith
  have hρ1 : ρ < 1 := by linarith
  have hρ2 : -3 * c ≤ ρ ^ 2 := by
    rw [hρ]
    nlinarith [sq_nonneg (1 + 3 * c)]
  obtain ⟨K, hK⟩ : ∃ K : ℝ, K = |e 0| + |e 1| / ρ := ⟨_, rfl⟩
  have hK0 : 0 ≤ K := by rw [hK]; positivity
  have hb : ∀ n, |e n| ≤ K * ρ ^ n ∧ |e (n + 1)| ≤ K * ρ ^ (n + 1) := by
    intro n
    induction n with
    | zero =>
      have hq : 0 ≤ |e 1| / ρ := by positivity
      have hm : |e 1| / ρ * ρ = |e 1| := div_mul_cancel₀ _ hρ0.ne'
      have hp : 0 ≤ |e 0| * ρ := by positivity
      constructor
      · rw [pow_zero, mul_one, hK]
        linarith
      · rw [zero_add, pow_one, hK, add_mul, hm]
        linarith
    | succ n ih =>
      refine ⟨ih.2, ?_⟩
      have hP : 0 ≤ K * ρ ^ n := by positivity
      have hs : |e (n + 1)| ≤ K * ρ ^ n := by
        have h3 := mul_le_mul_of_nonneg_left hρ1.le hP
        have h4 : K * ρ ^ (n + 1) = K * ρ ^ n * ρ := by ring
        linarith [ih.2]
      have ht : |2 * e (n + 1) - e n| ≤ 3 * (K * ρ ^ n) := by
        have ha := abs_le.1 hs
        have hb := abs_le.1 ih.1
        exact abs_le.2 ⟨by linarith [ha.1, hb.2], by linarith [ha.2, hb.1]⟩
      calc |e (n + 2)| = -c * |2 * e (n + 1) - e n| := by
            rw [h n, abs_mul, abs_of_nonpos h1]
        _ ≤ -c * (3 * (K * ρ ^ n)) := mul_le_mul_of_nonneg_left ht (by linarith)
        _ = -3 * c * (K * ρ ^ n) := by ring
        _ ≤ ρ ^ 2 * (K * ρ ^ n) := mul_le_mul_of_nonneg_right hρ2 hP
        _ = K * ρ ^ (n + 1 + 1) := by ring
  have hlim : Tendsto (fun n : ℕ => K * ρ ^ n) atTop (𝓝 0) := by
    simpa only [mul_zero] using
      (tendsto_pow_atTop_nhds_zero_of_lt_one hρ0.le hρ1).const_mul K
  exact squeeze_zero_norm (fun n => (hb n).1) hlim
```

## An undamped solution for every other c

The sequence \(e_n=r^n\) solves the recurrence if \(r^2=c(2r-1)\), that is, if \(r=c\pm\sqrt{c^2-c}\). For \(c\ge1\) the upper sign gives \(r\ge c\ge1\).

For \(c\le-1/3\) the lower sign gives \(r\le-1\), provided that \(\sqrt{c^2-c}\ge c+1\). This is clear if \(c+1\le0\). Otherwise both sides may be squared, and the condition becomes \(-3c\ge1\). Lean argues by contradiction: if the root were smaller than \(c+1\), the product of \(c+1-\sqrt{c^2-c}\) and \(c+1+\sqrt{c^2-c}\) would be positive, which forces \(c>-1/3\).

```lean
/-- If `c ≤ -1/3` or `c ≥ 1`, the equation `r ^ 2 = c * (2 * r - 1)` has a real root of modulus at
least one. -/
theorem exists_undamped_root {c : ℝ} (hc : c ≤ -1 / 3 ∨ 1 ≤ c) :
    ∃ r : ℝ, r ^ 2 = c * (2 * r - 1) ∧ 1 ≤ |r| := by
  have hd : 0 ≤ c ^ 2 - c := by
    rcases hc with hc | hc <;> nlinarith
  have hs := Real.sq_sqrt hd
  have hs0 := Real.sqrt_nonneg (c ^ 2 - c)
  rcases hc with hc | hc
  · refine ⟨c - √(c ^ 2 - c), by linear_combination hs, ?_⟩
    have hr : c + 1 ≤ √(c ^ 2 - c) := by
      by_contra hn
      have hlt := not_le.1 hn
      have hp := mul_pos (sub_pos.2 hlt)
        (show 0 < c + 1 + √(c ^ 2 - c) by linarith)
      nlinarith
    exact le_abs.2 (Or.inr (by linarith))
  · exact ⟨c + √(c ^ 2 - c), by linear_combination hs, le_abs.2 (Or.inl (by linarith))⟩
```

## The criterion for any mixing

The two decay results cover \(-1/3<c<1\). In terms of \(\omega\) and \(g\) this is
\[
0 < \omega(1-g) < \tfrac43 .
\]
If the condition fails, the preceding root gives the trajectory \(y_n=s+r^n\), whose distance from \(s\) is \(|r|^n\ge1\) at every step, so it cannot converge to \(s\). In Lean, convergence would bring this distance below 1 at some step `N`, which is the contradiction. For the other direction the proof splits on the sign of \(c\) and applies the matching decay lemma.

```lean
/-- For any real mixing `ω` and linear response of slope `g`, all trajectories converge to `s` if
and only if `0 < ω (1 - g) < 4/3`. -/
theorem converges_iff (g s ω : ℝ) :
    Converges g s ω ↔ 0 < ω * (1 - g) ∧ ω * (1 - g) < 4 / 3 := by
  constructor
  · intro H
    by_contra hn
    have hc : 1 - ω * (1 - g) ≤ -1 / 3 ∨ 1 ≤ 1 - ω * (1 - g) := by
      by_contra hm
      rw [not_or, not_le, not_le] at hm
      exact hn ⟨by linarith [hm.2], by linarith [hm.1]⟩
    -- an undamped root gives a trajectory that stays away from `s`
    obtain ⟨r, hr, hr1⟩ := exists_undamped_root hc
    have ht := H (fun n => s + r ^ n) ((error_recurrence g s ω _).2 (fun n => by
      linear_combination r ^ n * hr))
    obtain ⟨N, hN⟩ := Metric.tendsto_atTop.1 ht 1 one_pos
    have h1 : dist (s + r ^ N) s < 1 := hN N le_rfl
    rw [Real.dist_eq, add_sub_cancel_left, abs_pow] at h1
    exact not_lt_of_ge (one_le_pow₀ hr1) h1
  · rintro ⟨h0, h1⟩ y hy
    have he := (error_recurrence g s ω y).1 hy
    apply tendsto_sub_nhds_zero_iff.1
    rcases lt_or_ge 0 (1 - ω * (1 - g)) with hc | hc
    · exact error_decays_of_pos (e := fun n => y n - s) hc (by linarith) he
    · exact error_decays_of_nonpos (e := fun n => y n - s) (by linarith) hc he
```

For \(\omega=2/3\) the condition reads \(0<1-g<2\), or \(-1<g<1\). With \(s=0\) this is the statement that every real solution of
\[
y_{n+2} = \left(1-\tfrac23(1-g)\right)(2y_{n+1}-y_n)
\]
tends to zero if and only if \(-1<g<1\). Despite the "always" in the method's name, then, this model does not converge for every response: for \(g\) outside this interval some trajectories fail to reach \(s\).

```lean
/-- With mixing `2/3`, all trajectories of the lowest-order always-stable predictor-corrector
converge to self-consistency if and only if the linear response satisfies `-1 < g < 1`. -/
theorem converges_two_thirds_iff (g s : ℝ) :
    Converges g s (2 / 3) ↔ -1 < g ∧ g < 1 := by
  rw [converges_iff]
  constructor
  · rintro ⟨h0, h1⟩
    constructor <;> linarith
  · rintro ⟨h0, h1⟩
    constructor <;> linarith
```

## Two thirds is the largest mixing for the whole interval

Suppose one \(\omega\) must serve every \(g\) with \(-1<g<1\). The case \(g=0\) requires \(\omega>0\). If \(\omega>2/3\), the response \(g=1-4/(3\omega)\) lies in the interval and gives \(\omega(1-g)=4/3\), exactly the excluded limit. Conversely, if \(0<\omega\le2/3\), then \(0<\omega(1-g)<2\omega\le4/3\). The Lean proof evaluates the general criterion at these same two responses. The theorem concerns convergence, not its speed.

```lean
/-- A fixed mixing `ω` makes the scheme converge for every linear response of slope `-1 < g < 1` if
and only if `0 < ω ≤ 2/3`. -/
theorem uniform_mixing_iff (s ω : ℝ) :
    (∀ g, -1 < g → g < 1 → Converges g s ω) ↔ 0 < ω ∧ ω ≤ 2 / 3 := by
  constructor
  · intro H
    have hω : 0 < ω := by
      have h := ((converges_iff 0 s ω).1 (H 0 (by norm_num) (by norm_num))).1
      linarith
    refine ⟨hω, ?_⟩
    by_contra hn
    have hlt := not_le.1 hn
    -- the response at which this mixing reaches the stability limit
    have hq0 : 0 < 4 / (3 * ω) := by positivity
    have hq2 : 4 / (3 * ω) < 2 := by
      rw [div_lt_iff₀ (by positivity)]
      linarith
    have h := ((converges_iff (1 - 4 / (3 * ω)) s ω).1
      (H _ (by linarith) (by linarith))).2
    have heq : ω * (1 - (1 - 4 / (3 * ω))) = 4 / 3 := by
      have hne := hω.ne'
      field_simp
      ring
    linarith
  · rintro ⟨h0, h1⟩ g hg0 hg1
    refine (converges_iff g s ω).2 ⟨mul_pos h0 (by linarith), ?_⟩
    nlinarith [mul_pos h0 (show 0 < 1 + g by linarith)]

end

end AlwaysStablePredictorCorrector
```

```lean
#print axioms AlwaysStablePredictorCorrector.converges_two_thirds_iff
#print axioms AlwaysStablePredictorCorrector.uniform_mixing_iff
```

```
'AlwaysStablePredictorCorrector.converges_two_thirds_iff' depends on axioms: [propext, Classical.choice, Quot.sound]
'AlwaysStablePredictorCorrector.uniform_mixing_iff' depends on axioms: [propext, Classical.choice, Quot.sound]
```

## A time step with induced dipoles

In a polarisable force field, \(y\) stands for the induced dipoles. The program holds the dipoles \(\mu_n\) and \(\mu_{n+1}\) of the last two steps. After moving the nuclei it forms \(p=2\mu_{n+1}-\mu_n\) and computes the electric field at each site from the permanent charges and from the dipoles \(p\). Multiplying by the site polarisabilities gives \(M(p)\), and the program stores \(\mu_{n+2}=\tfrac23M(p)+\tfrac13p\). This update of the dipoles evaluates their field once; the calculation of the forces is not considered here.

With linear polarisabilities and fixed nuclei, \(M\) is affine in the dipoles, and \(g\) plays the part of an eigenvalue of its linear part; that reduction to modes is ordinary linear algebra and has not been formalised here. For a mode with \(g=1/2\) one has \(c=2/3\), and starting errors \(1,1\) are followed by \(2/3,\ 2/9,\ -4/27\).
